# A matching bounds the Ising ground-state energy from above

Place Ising spins \(s_i=\pm1\) on the sites of a finite simple graph with edge set \(E\), give every edge \(e\) an arbitrary real coupling \(J_e\), and let

\[
H(s)=-\sum_{\{i,j\}\in E}J_{ij}\,s_is_j .
\]

If \(M\subseteq E\) is a matching, meaning that no two of its edges share a site, then some configuration satisfies

\[
H(s)\le-\sum_{e\in M}|J_e| .
\]

A bond is satisfied when \(J_{ij}s_is_j=|J_{ij}|\). Frustration means that no configuration satisfies every bond. Since \(H=-\sum_{e\in E}|J_e|+2U\), where \(U\) is the total \(|J_e|\) of the unsatisfied bonds, the bound limits frustration: some configuration has \(U\le\tfrac12\sum_{e\in E\setminus M}|J_e|\).

For simulations of finite classical Ising models without a field, this gives an upper bound on the ground-state energy against which an optimiser's output can be compared. The test is one-sided: a configuration with energy above the bound is not a ground state, but one below it need not be a ground state either. The bound can lie well above the minimum: on four fully connected sites with all couplings \(+1\), the best matching gives \(-2\) while the aligned configuration has energy \(-6\).

## Satisfy the matching, then average over pair flips

First choose a configuration \(S\) that satisfies every bond in \(M\). Start with all spins \(+1\), and on each matched bond with \(J_e<0\) reverse one chosen end. No site belongs to two matched bonds, so these choices do not interfere, and \(J_{ij}S_iS_j=|J_{ij}|\) on all of \(M\).

The remaining bonds may now contribute a large positive energy. To control them, divide the sites into clusters: each matched pair is one cluster, and each unmatched site is a cluster by itself. Write \(r(i)\) for the cluster of site \(i\), give each cluster \(c\) a sign \(\sigma_c=\pm1\), and set \(s_i=\sigma_{r(i)}S_i\). Then

\[
s_is_j=\sigma_{r(i)}\sigma_{r(j)}\,S_iS_j .
\]

If the edge \(\{i,j\}\) lies in \(M\), the two signs are equal and their product is 1. Otherwise the clusters \(a=r(i)\) and \(b=r(j)\) differ. Reversing \(\sigma_a\) permutes the sign assignments and changes the sign of \(\sigma_a\sigma_b\), so the sum of this product over all assignments equals its own negative and vanishes. Averaging over all assignments therefore gives

\[
\langle H\rangle=-\sum_{\{i,j\}\in M}J_{ij}S_iS_j=-\sum_{e\in M}|J_e| .
\]

At least one assignment has energy no greater than the average, which proves the bound.

The bound can be attained. On the complete graph with four sites and all couplings \(-1\),

\[
H=\sum_{i<j}s_is_j=\tfrac12\Big[\Big(\sum_i s_i\Big)^2-4\Big]\ge-2,
\]

and a matching of two disjoint edges gives exactly \(-2\) as the upper bound.

The average can also be turned into an algorithm. Visit the clusters in any order, and choose each sign so that the cluster's interaction energy with those already fixed is not positive. The internal bonds keep their energy \(-\sum_{e\in M}|J_e|\), so the final configuration obeys the bound without any enumeration of the sign assignments. A maximum-weight matching, with weights \(|J_e|\), gives the strongest bound of this form. The Lean proof establishes existence by averaging and contains neither of these procedures.

## Spins, bonds and matchings in Lean

```lean
import Mathlib

open Finset

namespace IsingMatchingBound

noncomputable section
```

A configuration is a function `S : V → ℤˣ`; the units of the integers are exactly \(1\) and \(-1\). An unordered pair of sites has type `Sym2 V`, and `bond` assigns to it the real number \(S_iS_j\). The definition has to show that the order of the ends is irrelevant, which is commutativity of multiplication.

```lean
/-- The product of the two Ising spins at the ends of a bond, as a real number. -/
def bond {V : Type*} (S : V → ℤˣ) : Sym2 V → ℝ :=
  Sym2.lift ⟨fun i j => (((S i * S j : ℤˣ) : ℤ) : ℝ), fun i j =>
    congrArg (fun x : ℤˣ => ((x : ℤ) : ℝ)) (mul_comm (S i) (S j))⟩
```

The energy counts each edge once, and positive \(J\) is ferromagnetic. Although `J` is defined on all unordered pairs, only its values on edges of `G` enter. There is no external field.

```lean
/-- The Ising energy: minus the sum over the edges of coupling times spin product. -/
def energy {V : Type*} (G : SimpleGraph V) [Fintype G.edgeSet]
    (J : Sym2 V → ℝ) (S : V → ℤˣ) : ℝ :=
  -∑ e ∈ G.edgeFinset, J e * bond S e
```

A matching is a finite set of edges in which two members with a common site are the same edge. It need not cover every site, and it may be empty, in which case the bound says that some configuration has energy at most zero.

```lean
/-- A matching: a set of edges of the graph in which two edges sharing a site coincide. -/
def IsMatching {V : Type*} (G : SimpleGraph V) [Fintype G.edgeSet]
    (M : Finset (Sym2 V)) : Prop :=
  M ⊆ G.edgeFinset ∧ ∀ e ∈ M, ∀ f ∈ M, ∀ v, v ∈ e → v ∈ f → e = f
```

A symmetric matrix \(J_{ij}\) with energy \(-\tfrac12\sum_{i,j}J_{ij}s_is_j\) would be another way to write the same energy. Symmetry and a zero diagonal would then be hypotheses, whereas unordered pairs and a simple graph build them in. Absent bonds would become zero entries.

```lean
/-- On the bond between `i` and `j` the spin product is `S i * S j`. -/
theorem bond_mk {V : Type*} (S : V → ℤˣ) (i j : V) :
    bond S s(i, j) = (((S i * S j : ℤˣ) : ℤ) : ℝ) := rfl
```

## Cluster signs remove the bonds between clusters

The next lemma is the cancellation used in the average. The assignment `g` is \(-1\) at `a` and \(1\) elsewhere; multiplication by it reverses \(\sigma_a\). `Equiv.sum_comp` says that this relabelling preserves the sum, while `h2` says that it negates each term.

```lean
/-- For two different indices `a` and `b`, the product of the signs at `a` and `b`, summed over all
sign assignments, is zero. -/
theorem sum_signs_eq_zero {ι : Type*} [Fintype ι] [DecidableEq ι] {a b : ι} (hab : a ≠ b) :
    ∑ σ : ι → ℤˣ, (((σ a * σ b : ℤˣ) : ℤ) : ℝ) = 0 := by
  let g : ι → ℤˣ := Pi.mulSingle a (-1)
  let f : (ι → ℤˣ) → ℝ := fun σ => (((σ a * σ b : ℤˣ) : ℤ) : ℝ)
  -- reversing the sign at `a` permutes the assignments and reverses the product
  have h2 : ∀ σ, f (g * σ) = -f σ := by
    intro σ
    simp [f, g, Pi.mulSingle_eq_of_ne hab.symm]
  have h : ∑ σ, f (g * σ) = ∑ σ, f σ := Equiv.sum_comp (Equiv.mulLeft g) f
  simp only [h2, Finset.sum_neg_distrib] at h
  change ∑ σ, f σ = 0
  linarith
```

The cluster bound holds for any labelling `r` by a finite set of labels and any starting configuration. Hypothesis `h` says that an edge belongs to `M` exactly when its ends have the same label, so here `M` need not be a matching.

The proof compares two sums over all `σ`, which avoids dividing by the number of assignments. After `Finset.sum_comm` exchanges the sums over assignments and edges, each edge is treated separately: equal labels leave its term unchanged, and different labels invoke the cancellation. `Finset.exists_le_of_sum_le` then selects a suitable assignment.

```lean
/-- Let `r` divide the sites into clusters and let `M` be the edges inside clusters. From any
configuration, flipping suitable whole clusters gives an energy at most that of the edges in `M`. -/
theorem exists_cluster_flip {V ι : Type*} [DecidableEq V] [Fintype ι] [DecidableEq ι]
    (G : SimpleGraph V) [Fintype G.edgeSet] (J : Sym2 V → ℝ) (S : V → ℤˣ) (r : V → ι)
    (M : Finset (Sym2 V)) (hM : M ⊆ G.edgeFinset)
    (h : ∀ u v, G.Adj u v → (s(u, v) ∈ M ↔ r u = r v)) :
    ∃ σ : ι → ℤˣ, energy G J (fun v => σ (r v) * S v) ≤ -∑ e ∈ M, J e * bond S e := by
  have hsum : ∑ e ∈ M, J e * bond S e
      = ∑ e ∈ G.edgeFinset, if e ∈ M then J e * bond S e else 0 := by
    rw [← Finset.sum_filter, Finset.filter_mem_eq_inter, Finset.inter_eq_right.mpr hM]
  -- the average over all cluster flips keeps exactly the bonds inside clusters
  have key : ∑ σ : ι → ℤˣ, energy G J (fun v => σ (r v) * S v)
      = ∑ _σ : ι → ℤˣ, -∑ e ∈ M, J e * bond S e := by
    rw [hsum]
    simp only [energy]
    rw [Finset.sum_neg_distrib, Finset.sum_neg_distrib]
    refine congrArg Neg.neg ?_
    rw [Finset.sum_comm]
    conv_rhs => rw [Finset.sum_comm]
    refine Finset.sum_congr rfl fun e he => ?_
    induction e using Sym2.ind with
    | _ u v =>
      have hadj : G.Adj u v := by simpa using he
      by_cases hr : r u = r v
      · refine Finset.sum_congr rfl fun σ _ => ?_
        rw [if_pos ((h u v hadj).2 hr), bond_mk, bond_mk, hr, mul_mul_mul_comm,
          Int.units_mul_self, one_mul]
      · have hn : s(u, v) ∉ M := fun hm => hr ((h u v hadj).1 hm)
        have hfac : ∀ σ : ι → ℤˣ, J s(u, v) * bond (fun v => σ (r v) * S v) s(u, v)
            = (J s(u, v) * bond S s(u, v)) * (((σ (r u) * σ (r v) : ℤˣ) : ℤ) : ℝ) := by
          intro σ
          simp only [bond_mk]
          push_cast
          ring
        rw [Finset.sum_congr rfl fun σ _ => hfac σ, ← Finset.mul_sum, sum_signs_eq_zero hr]
        simp [hn]
  obtain ⟨σ, _, hσ⟩ := Finset.exists_le_of_sum_le Finset.univ_nonempty key.le
  exact ⟨σ, hσ⟩
```

## Every matched bond can be satisfied

Here `a` and `b` name the two ends of each pair, and `S` reverses end `a f` for each negative matched bond `f`. The matching condition is used to show that no other matched bond can reverse an end of `e`. The two cases for the sign of `J e` then give \(|J_e|\).

```lean
/-- Some configuration satisfies all bonds of a matching at once, whatever the signs of the
couplings. -/
theorem exists_satisfying_matching {V : Type*} (G : SimpleGraph V) [Fintype G.edgeSet]
    (J : Sym2 V → ℝ) (M : Finset (Sym2 V)) (hM : IsMatching G M) :
    ∃ S : V → ℤˣ, ∀ e ∈ M, J e * bond S e = |J e| := by
  classical
  have hex : ∀ e : Sym2 V, ∃ x y, e = s(x, y) := by
    intro e
    induction e using Sym2.ind with
    | _ x y => exact ⟨x, y, rfl⟩
  choose a b hab using hex
  have hae : ∀ f, a f ∈ f := fun f => by
    have h := Sym2.mem_mk_left (a f) (b f)
    rwa [← hab f] at h
  have hbe : ∀ f, b f ∈ f := fun f => by
    have h := Sym2.mem_mk_right (a f) (b f)
    rwa [← hab f] at h
  -- reverse the first end of every negative matched bond
  let S : V → ℤˣ := fun v => if ∃ f ∈ M, J f < 0 ∧ a f = v then -1 else 1
  refine ⟨S, fun e he => ?_⟩
  have hne : a e ≠ b e := by
    have h := SimpleGraph.mem_edgeFinset.1 (hM.1 he)
    rw [hab e, SimpleGraph.mem_edgeSet] at h
    exact h.ne
  have hSb : S (b e) = 1 := by
    refine if_neg ?_
    rintro ⟨f, hf, _, h⟩
    have hfe : f = e := hM.2 f hf e he (b e) (h ▸ hae f) (hbe e)
    rw [hfe] at h
    exact hne h
  have hbond : bond S e = (((S (a e) * S (b e) : ℤˣ) : ℤ) : ℝ) :=
    (congrArg (bond S) (hab e)).trans (bond_mk S _ _)
  by_cases hJ : J e < 0
  · have hSa : S (a e) = -1 := if_pos ⟨e, he, hJ, rfl⟩
    rw [hbond, hSa, hSb, abs_of_neg hJ]
    simp
  · have hSa : S (a e) = 1 := by
      refine if_neg ?_
      rintro ⟨f, hf, hneg, h⟩
      have hfe : f = e := hM.2 f hf e he (a e) (h ▸ hae f) (hae e)
      rw [hfe] at hneg
      exact hJ hneg
    rw [hbond, hSa, hSb, abs_of_nonneg (not_lt.1 hJ)]
    simp
```

## The bound and a case of equality

The main theorem labels a site by the set containing itself and its partner, if it has one. The auxiliary statement `key` shows that the set of a matched site is contained in the set of its partner; applied in both directions, it gives partners the same label. Conversely, if adjacent sites `u` and `v` have equal labels, then `v` lies in the set of `u`; as they are distinct, their edge is in `M`. The cluster bound now applies, and the satisfied bonds turn its right-hand side into \(-\sum_{e\in M}|J_e|\).

```lean
/-- For arbitrary real couplings and any matching `M`, some Ising configuration has energy at most
minus the sum of `|J e|` over the edges in `M`. -/
theorem exists_energy_le_matching {V : Type*} [Fintype V] [DecidableEq V]
    (G : SimpleGraph V) [Fintype G.edgeSet] (J : Sym2 V → ℝ)
    (M : Finset (Sym2 V)) (hM : IsMatching G M) :
    ∃ S : V → ℤˣ, energy G J S ≤ -∑ e ∈ M, |J e| := by
  obtain ⟨S, hS⟩ := exists_satisfying_matching G J M hM
  -- the cluster of a site consists of the site and its partner, if it has one
  let r : V → Finset V := fun v => Finset.univ.filter fun w => w = v ∨ s(v, w) ∈ M
  have hr : ∀ v w, w ∈ r v ↔ (w = v ∨ s(v, w) ∈ M) := fun v w => by simp [r]
  have key : ∀ x y, s(x, y) ∈ M → ∀ w, w ∈ r x → w ∈ r y := by
    intro x y hxy w hw
    rw [hr] at hw ⊢
    rcases hw with hw | hw
    · right
      rw [hw, Sym2.eq_swap]
      exact hxy
    · left
      have h := hM.2 _ hxy _ hw x (Sym2.mem_mk_left x y) (Sym2.mem_mk_left x w)
      exact (Sym2.congr_right.mp h).symm
  obtain ⟨σ, hσ⟩ := exists_cluster_flip G J S r M hM.1 (by
    intro u v hadj
    constructor
    · intro hm
      ext w
      exact ⟨key u v hm w, key v u (by rw [Sym2.eq_swap]; exact hm) w⟩
    · intro h
      have hv : v ∈ r u := by
        rw [h, hr]
        exact Or.inl rfl
      exact ((hr u v).1 hv).resolve_left hadj.ne')
  refine ⟨_, hσ.trans_eq ?_⟩
  rw [Finset.sum_congr rfl hS]
```

The last theorem confirms that the two chosen edges form a matching and that no configuration on the four-site graph has energy below \(-2\). Together with the main theorem, this fixes the minimum at \(-2\). The proof lists the six edges, and `nlinarith` combines \(s_i^2=1\) with the nonnegative square of the total spin, as in the identity above.

```lean
/-- On the complete graph with four sites and all couplings `-1`, two disjoint edges form a
matching, and every configuration has energy at least `-2`. -/
theorem matching_bound_sharp :
    IsMatching (⊤ : SimpleGraph (Fin 4)) {s(0, 1), s(2, 3)} ∧
      ∀ S : Fin 4 → ℤˣ, -2 ≤ energy (⊤ : SimpleGraph (Fin 4)) (fun _ => -1) S := by
  refine ⟨⟨?_, by decide⟩, fun S => ?_⟩
  · intro e he
    simp only [Finset.mem_insert, Finset.mem_singleton] at he
    rcases he with rfl | rfl <;> simp
  · have hE : (⊤ : SimpleGraph (Fin 4)).edgeFinset
        = {s(0, 1), s(0, 2), s(0, 3), s(1, 2), s(1, 3), s(2, 3)} := by decide
    have hs : ∀ i, ((S i : ℤ) : ℝ) ^ 2 = 1 := by
      intro i
      rcases Int.units_eq_one_or (S i) with h | h <;> simp [h]
    rw [energy, hE, Finset.sum_insert (by decide), Finset.sum_insert (by decide),
      Finset.sum_insert (by decide), Finset.sum_insert (by decide),
      Finset.sum_insert (by decide), Finset.sum_singleton]
    simp only [bond_mk]
    push_cast
    -- twice the energy is the squared total spin minus four
    nlinarith [sq_nonneg (((S 0 : ℤ) : ℝ) + ((S 1 : ℤ) : ℝ) + ((S 2 : ℤ) : ℝ) + ((S 3 : ℤ) : ℝ)),
      hs 0, hs 1, hs 2, hs 3]

end

end IsingMatchingBound
```

```lean
#print axioms IsingMatchingBound.exists_energy_le_matching
#print axioms IsingMatchingBound.matching_bound_sharp
```

```
'IsingMatchingBound.exists_energy_le_matching' depends on axioms: [propext, Classical.choice, Quot.sound]
'IsingMatchingBound.matching_bound_sharp' depends on axioms: [propext, Classical.choice, Quot.sound]
```
